# Lifting eigenvectors of the contour method's reduced matrix to a nonlinear eigenproblem

In a nonlinear eigenproblem `T(μ) x = 0` the matrix itself depends on the eigenvalue, as it does for an energy-dependent effective Hamiltonian. The theorem `eigenvector_lift` takes finite complex matrices with `V W* = U D Z*`, where `D` is square and invertible, and `V`, `W`, `U` and `Z` each have as many columns as `D`. The columns of `U` and of `Z` are orthonormal, and each column `v_j` of `V` solves `T(lam j) v_j = 0`. The theorem states that if `s ≠ 0` is an eigenvector, with eigenvalue `μ`, of the reduced matrix `U* A₁ Z D⁻¹`, where `A₁ = V diag(lam) W*`, then `U s` is nonzero and `T(μ) U s = 0`; neither `s` nor the columns of `V` need be normalised. The proof writes `U s` as `V c` and shows that `diag(lam) c = μ c`, so that only columns with `lam j = μ` contribute, and `T(μ)` sends each of these to zero.

In Lean, a first try:

```lean
import Mathlib

open Matrix

namespace EigenvectorLift

noncomputable section

variable {n m k : Type*}

variable [Fintype k] [DecidableEq k]

variable [Fintype n] [Fintype m]

/-- The reduced `k × k` matrix `U* A₁ Z D⁻¹` of the contour method, for invertible `D`. -/
def reducedMatrix (U : Matrix n k ℂ) (D : Matrix k k ℂ) (Z : Matrix m k ℂ)
    (A₁ : Matrix n m ℂ) : Matrix k k ℂ :=
  Uᴴ * A₁ * Z * D⁻¹

variable {U V : Matrix n k ℂ} {W Z : Matrix m k ℂ} {D : Matrix k k ℂ} {lam : k → ℂ}

/-- If `V W* = U D Z*` with orthonormal columns in `U` and in `Z` and `D` invertible, then
`W* Z D⁻¹` is a right inverse of the overlap `U* V`. -/
theorem overlap_mul_eq_one (hA : V * Wᴴ = U * D * Zᴴ) (hU : Uᴴ * U = 1) (hZ : Zᴴ * Z = 1)
    (hD : IsUnit D) : (Uᴴ * V) * (Wᴴ * Z * D⁻¹) = 1 := by
  calc (Uᴴ * V) * (Wᴴ * Z * D⁻¹) = Uᴴ * (V * Wᴴ) * Z * D⁻¹ := by
        simp only [Matrix.mul_assoc]
    _ = (Uᴴ * U) * D * (Zᴴ * Z) * D⁻¹ := by rw [hA]; simp only [Matrix.mul_assoc]
    _ = 1 := by
        rw [hU, hZ, Matrix.one_mul, Matrix.mul_one,
          Matrix.mul_nonsing_inv _ ((Matrix.isUnit_iff_isUnit_det _).1 hD)]

/-- Let `V W* = U D Z*` with orthonormal columns in `U` and in `Z` and `D` invertible. Then `U* V`
is invertible, and it transforms `L = diag(lam)` into the reduced matrix of `A₁ = V L W*`. -/
theorem reducedMatrix_similar (hA : V * Wᴴ = U * D * Zᴴ) (hU : Uᴴ * U = 1)
    (hZ : Zᴴ * Z = 1) (hD : IsUnit D) :
    IsUnit (Uᴴ * V) ∧ reducedMatrix U D Z (V * diagonal lam * Wᴴ) =
      (Uᴴ * V) * diagonal lam * (Uᴴ * V)⁻¹ := by
  have h := overlap_mul_eq_one hA hU hZ hD
  refine ⟨(Matrix.isUnit_iff_isUnit_det _).2 (Matrix.isUnit_det_of_right_inverse h), ?_⟩
  rw [Matrix.inv_eq_right_inv h, reducedMatrix]
  simp only [Matrix.mul_assoc]

/-- If `V W* = U D Z*` with orthonormal columns in `U` and in `Z` and `D` invertible, then the
projector `U U*` leaves every column of `V` unchanged. -/
theorem projector_mul_eq (hA : V * Wᴴ = U * D * Zᴴ) (hU : Uᴴ * U = 1)
    (hZ : Zᴴ * Z = 1) (hD : IsUnit D) : U * (Uᴴ * V) = V := by
  have hl := mul_eq_one_comm.1 (overlap_mul_eq_one hA hU hZ hD)
  have hV : V * (Wᴴ * Z * D⁻¹) = U := by
    calc V * (Wᴴ * Z * D⁻¹) = (V * Wᴴ) * Z * D⁻¹ := by simp only [Matrix.mul_assoc]
      _ = U * (D * (Zᴴ * Z) * D⁻¹) := by rw [hA]; simp only [Matrix.mul_assoc]
      _ = U := by
          rw [hZ, Matrix.mul_one,
            Matrix.mul_nonsing_inv _ ((Matrix.isUnit_iff_isUnit_det _).1 hD), Matrix.mul_one]
  calc U * (Uᴴ * V) = V * (Wᴴ * Z * D⁻¹) * (Uᴴ * V) := by rw [hV]
    _ = V := by rw [Matrix.mul_assoc, hl, Matrix.mul_one]

/-- Let `V W* = U D Z*` with orthonormal columns in `U` and in `Z` and `D` invertible, and let the
columns of `V` solve the nonlinear eigenproblem `T(lam j) v_j = 0`. Then each eigenpair `(μ, s)` of
the reduced matrix of `A₁ = V L W*`, with `L = diag(lam)`, lifts to a nonzero solution `U s` of
`T(μ) x = 0`. -/
theorem eigenvector_lift (hA : V * Wᴴ = U * D * Zᴴ) (hU : Uᴴ * U = 1)
    (hZ : Zᴴ * Z = 1) (hD : IsUnit D) {T : ℂ → Matrix n n ℂ}
    (hT : ∀ j, T (lam j) *ᵥ (fun i => V i j) = 0) {μ : ℂ} {s : k → ℂ} (hs : s ≠ 0)
    (hμ : reducedMatrix U D Z (V * diagonal lam * Wᴴ) *ᵥ s = μ • s) :
    U *ᵥ s ≠ 0 ∧ T μ *ᵥ (U *ᵥ s) = 0 := by
  obtain ⟨hS, hB⟩ := reducedMatrix_similar (lam := lam) hA hU hZ hD
  have hdet := (Matrix.isUnit_iff_isUnit_det _).1 hS
  -- coordinates of the lifted vector in the columns of `V`
  obtain ⟨c, hc⟩ : ∃ c, c = (Uᴴ * V)⁻¹ *ᵥ s := ⟨_, rfl⟩
  have hsc : (Uᴴ * V) *ᵥ c = s := by
    rw [hc, Matrix.mulVec_mulVec, Matrix.mul_nonsing_inv _ hdet, Matrix.one_mulVec]
  have hLc : diagonal lam *ᵥ c = μ • c := by
    have h1 : (Uᴴ * V)⁻¹ * ((Uᴴ * V) * diagonal lam * (Uᴴ * V)⁻¹) =
        diagonal lam * (Uᴴ * V)⁻¹ := by
      rw [Matrix.mul_assoc (Uᴴ * V), Matrix.nonsing_inv_mul_cancel_left _ _ hdet]
    rw [hc, Matrix.mulVec_mulVec, ← h1, ← Matrix.mulVec_mulVec, ← hB, hμ, Matrix.mulVec_smul]
  have hUs : U *ᵥ s = V *ᵥ c := by
    rw [← hsc, Matrix.mulVec_mulVec, projector_mul_eq hA hU hZ hD]
  constructor
  · intro h0
    apply hs
    calc s = (Uᴴ * U) *ᵥ s := by rw [hU, Matrix.one_mulVec]
      _ = 0 := by rw [← Matrix.mulVec_mulVec, h0, Matrix.mulVec_zero]
  · rw [hUs, Matrix.mulVec_mulVec]
    funext i
    refine Finset.sum_eq_zero fun j _ => ?_
    -- only columns with `lam j = μ` contribute
    by_cases hj : c j = 0
    · rw [hj, mul_zero]
    · have h1 := congrFun hLc j
      rw [Matrix.mulVec_diagonal, Pi.smul_apply, smul_eq_mul] at h1
      have h2 := congrFun (hT j) i
      rw [mul_right_cancel₀ hj h1] at h2
      have h3 : (T μ * V) i j = 0 := h2
      rw [h3, zero_mul]

end

end EigenvectorLift
```

The compiler's answer:

```
Main.lean:96:10: error: Tactic `rewrite` failed: Did not find an occurrence of the pattern
  (T μ * V) i j
in the target expression
  (fun j => (T μ * V) i j) j * c j = 0

case neg
n : Type u_1
m : Type u_2
k : Type u_3
inst✝³ : Fintype k
inst✝² : DecidableEq k
inst✝¹ : Fintype n
inst✝ : Fintype m
U V : Matrix n k ℂ
W Z : Matrix m k ℂ
D : Matrix k k ℂ
lam : k → ℂ
hA : V * Wᴴ = U * D * Zᴴ
hU : Uᴴ * U = 1
hZ : Zᴴ * Z = 1
hD : IsUnit D
T : ℂ → Matrix n n ℂ
hT : ∀ (j : k), (T (lam j) *ᵥ fun i => V i j) = 0
μ : ℂ
s : k → ℂ
hs : s ≠ 0
hμ : reducedMatrix U D Z (V * diagonal lam * Wᴴ) *ᵥ s = μ • s
hS : IsUnit (Uᴴ * V)
hB : reducedMatrix U D Z (V * diagonal lam * Wᴴ) = Uᴴ * V * diagonal lam * (Uᴴ * V)⁻¹
hdet : IsUnit (Uᴴ * V).det
c : k → ℂ
hc : c = (Uᴴ * V)⁻¹ *ᵥ s
hsc : (Uᴴ * V) *ᵥ c = s
hLc : diagonal lam *ᵥ c = μ • c
hUs : U *ᵥ s = V *ᵥ c
i : n
j : k
x✝ : j ∈ Finset.univ
hj : ¬c j = 0
h1 : lam j * c j = μ * c j
h2 : (T μ *ᵥ fun i => V i j) i = 0 i
h3 : (T μ * V) i j = 0
⊢ (fun j => (T μ * V) i j) j * c j = 0

Note: The target expression is not type-correct under the `implicit` transparency level, which may have triggered the failure. This is usually caused by unfolding of semireducible definitions in prior tactic steps. Use `set_option linter.tacticCheckInstances true` to investigate the source of the issue.
Full error:
  function expected
    (T μ * V) i
```

Diagnosis. The error comes at the last step, where one term of the sum for `T(μ) V c` must be shown to vanish. The hypothesis `h3` says `(T μ * V) i j = 0`, but the goal has the first factor as `(fun j => (T μ * V) i j) j`, a function applied to `j` but not yet evaluated. Inside that function `j` is a bound variable, not the `j` of `h3`, so `rw` finds no occurrence of its pattern.

Lean's note adds that the target is not type-correct at the `implicit` transparency level, because there the type `Matrix` is not unfolded and `T μ * V` does not count as a function that can be applied to `i`. The note offers this only as a possible trigger. Here the unevaluated function is enough to explain the failure.

The repair does not search for a pattern. `mul_eq_zero_of_left h3 _` proves that `(T μ * V) i j` times any factor is zero, and `exact` accepts this for the goal because evaluating the function at `j` makes the two statements the same. The mathematical argument is unchanged.

As a diff, the version that Lean accepts:

```diff
@@ -94,5 +94,5 @@
       rw [mul_right_cancel₀ hj h1] at h2
       have h3 : (T μ * V) i j = 0 := h2
-      rw [h3, zero_mul]
+      exact mul_eq_zero_of_left h3 _
 
 end
```
